# Products of Green's matrices at distinct energies as weighted sums

Applying a rational filter to a trial vector $b$ can mean solving a chain of shifted linear systems, each waiting for the solution before it. If the energies are distinct and none is an eigenvalue of the Hamiltonian matrix $H$, the same vector can be assembled from independent solves, all with right-hand side $b$. In electronic structure this applies to an energy-independent matrix, such as a one-electron Hamiltonian in a finite orthonormal basis.

With $G(z)=(z-H)^{-1}$ and energies $z_0,\dots,z_{n-1}$, $n\ge 1$, the identity is

$$G(z_0)\cdots G(z_{n-1})=\sum_i \frac{G(z_i)}{\prod_{j\ne i}(z_j-z_i)} .$$

Labels start at 0, as in Lean's `Fin n`; the code comments count from 1.

## Green's matrix and the weights

The finite type `m` labels the basis states, and `ι` labels the energies. $H$ is any complex square matrix, Hermitian or not.

```lean
import Mathlib

open Matrix

namespace ResolventPartialFractions

noncomputable section

variable {m ι : Type*} [Fintype m] [DecidableEq m] [DecidableEq ι]
```

The sign convention is $z-H$, with $z$ multiplying the unit matrix.

```lean
/-- The Green's matrix `G(z) = (z - H)⁻¹`, for energies `z` at which `z - H` is invertible. -/
def green (H : Matrix m m ℂ) (z : ℂ) : Matrix m m ℂ :=
  (z • (1 : Matrix m m ℂ) - H)⁻¹
```

For a finite set $s$ of labels, the weight of $i\in s$ is

$$w_s(i)=\prod_{j\in s,\,j\ne i}\frac{1}{z_j-z_i}.$$

The differences are in the opposite order to those in the usual Lagrange formula. A single energy has weight 1, the empty product.

```lean
/-- The weight `1 / ∏ (z j - z i)`, the product running over the labels `j ≠ i` in `s`,
for energies that are pairwise distinct. -/
def weight (s : Finset ι) (z : ι → ℂ) (i : ι) : ℂ :=
  (∏ j ∈ s.erase i, (z j - z i))⁻¹
```

## Two energies

Here $w$, without a subscript, is a second energy and not a weight. Insert $G(z)(z-H)=1$ and $(w-H)G(w)=1$:

$$G(z)-G(w)=G(z)\,[(w-H)-(z-H)]\,G(w)=(w-z)\,G(z)G(w).$$

The hypotheses `IsUnit` say that $z-H$ and $w-H$ are invertible. They supply `hA` and `hB`, the two insertions.

```lean
/-- The first resolvent identity: `G(z) - G(w) = (w - z) G(z) G(w)` whenever `z - H` and
`w - H` are invertible. -/
theorem resolvent_identity (H : Matrix m m ℂ) {z w : ℂ}
    (hz : IsUnit (z • (1 : Matrix m m ℂ) - H)) (hw : IsUnit (w • (1 : Matrix m m ℂ) - H)) :
    green H z - green H w = (w - z) • (green H z * green H w) := by
  have hA : green H z * (z • (1 : Matrix m m ℂ) - H) = 1 :=
    Matrix.nonsing_inv_mul _ ((Matrix.isUnit_iff_isUnit_det _).mp hz)
  have hB : (w • (1 : Matrix m m ℂ) - H) * green H w = 1 :=
    Matrix.mul_nonsing_inv _ ((Matrix.isUnit_iff_isUnit_det _).mp hw)
  calc green H z - green H w
      = green H z * ((w • (1 : Matrix m m ℂ) - H) - (z • (1 : Matrix m m ℂ) - H))
          * green H w := by
        rw [mul_sub, sub_mul, mul_assoc, hB, hA, mul_one, one_mul]
    _ = (w - z) • (green H z * green H w) := by
        rw [sub_sub_sub_cancel_right, ← sub_smul, mul_smul_comm, mul_one, smul_mul_assoc]
```

For $z\ne w$, division by $w-z$ turns the product into a difference.

```lean
/-- Two Green's matrices at distinct energies, with `z - H` and `w - H` invertible, multiply
to their difference divided by `w - z`. -/
theorem green_mul_green (H : Matrix m m ℂ) {z w : ℂ} (hne : z ≠ w)
    (hz : IsUnit (z • (1 : Matrix m m ℂ) - H)) (hw : IsUnit (w • (1 : Matrix m m ℂ) - H)) :
    green H z * green H w = (w - z)⁻¹ • (green H z - green H w) := by
  rw [resolvent_identity H hz hw, smul_smul, inv_mul_cancel₀ (sub_ne_zero.mpr hne.symm),
    one_smul]
```

## Adding an energy

Let $a\notin s$ be a new label. Each old weight gains one factor:

$$w_{s\cup\{a\}}(i)=\frac{w_s(i)}{z_a-z_i}.$$

Lean writes this factor as $-(z_i-z_a)^{-1}$, to match the inverses used later.

```lean
/-- Adding a new energy `z a` divides the weight of each old energy `z i` by `z a - z i`. -/
theorem weight_insert_old (z : ι → ℂ) {s : Finset ι} {a i : ι} (ha : a ∉ s) (hi : i ∈ s) :
    weight (insert a s) z i = -(z i - z a)⁻¹ * weight s z i := by
  have hai : a ≠ i := fun h => ha (h ▸ hi)
  have hn : a ∉ s.erase i := fun h => ha (Finset.mem_of_mem_erase h)
  have e : (z a - z i)⁻¹ = -(z i - z a)⁻¹ := by rw [← neg_sub, inv_neg]
  rw [weight, Finset.erase_insert_of_ne hai, Finset.prod_insert hn, mul_inv, e, weight]
```

The new energy's own weight contains only differences from the old ones:

$$w_{s\cup\{a\}}(a)=\prod_{j\in s}\frac{1}{z_j-z_a}.$$

```lean
/-- The weight of a newly added energy `z a` is the product of `1 / (z j - z a)` over the
old energies. -/
theorem weight_insert_new (z : ι → ℂ) {s : Finset ι} {a : ι} (ha : a ∉ s) :
    weight (insert a s) z a = ∏ j ∈ s, (z j - z a)⁻¹ := by
  rw [weight, Finset.erase_insert ha, Finset.prod_inv_distrib]
```

## Partial fractions for one level

For pairwise distinct energies $z_i$, a number $e$ different from all of them, and $s$ nonempty,

$$\prod_{i\in s}\frac1{z_i-e}=\sum_{i\in s}\frac{w_s(i)}{z_i-e}.$$

One energy is immediate. To add $z_a$, multiply the sum by $1/(z_a-e)$ and use

$$\frac1{(z_a-e)(z_i-e)}=\frac1{z_a-z_i}\left[\frac1{z_i-e}-\frac1{z_a-e}\right].$$

The first terms carry the updated old weights. The coefficient of $1/(z_a-e)$ is $\sum_{i\in s} w_s(i)/(z_i-z_a)$. By the induction hypothesis at $e=z_a$, this equals $\prod_{i\in s}1/(z_i-z_a)$, the new weight.

The induction hypothesis `ih` is therefore used twice, at `e` and at `z a`. `linear_combination` checks the two-fraction identity term by term.

```lean
/-- Partial fractions for a single level `e`: for a nonempty set of distinct energies, none
equal to `e`, the product of the `1 / (z i - e)` is their weighted sum. -/
theorem scalar_partial_fractions {z : ι → ℂ} (hz : Function.Injective z) (s : Finset ι)
    (hs : s.Nonempty) (e : ℂ) (he : ∀ i ∈ s, z i ≠ e) :
    ∏ i ∈ s, (z i - e)⁻¹ = ∑ i ∈ s, weight s z i * (z i - e)⁻¹ := by
  revert e
  revert hs
  induction s using Finset.induction_on with
  | empty => intro hs; exact absurd hs Finset.not_nonempty_empty
  | insert a s ha ih =>
    intro _ e he
    rcases s.eq_empty_or_nonempty with rfl | hs
    · simp [weight]
    · have hne : ∀ i ∈ s, z i ≠ z a := fun i hi h => ha (hz h ▸ hi)
      -- the new weight is the same expansion, evaluated at the level `z a`
      rw [Finset.prod_insert ha, Finset.sum_insert ha, weight_insert_new z ha,
        ih hs e (fun i hi => he i (Finset.mem_insert_of_mem hi)), ih hs (z a) hne,
        Finset.mul_sum, Finset.sum_mul, ← Finset.sum_add_distrib]
      refine Finset.sum_congr rfl fun i hi => ?_
      rw [weight_insert_old z ha hi]
      have hA := mul_inv_cancel₀ (sub_ne_zero.mpr (he a (Finset.mem_insert_self a s)))
      have hB := mul_inv_cancel₀ (sub_ne_zero.mpr (he i (Finset.mem_insert_of_mem hi)))
      have hD := mul_inv_cancel₀ (sub_ne_zero.mpr (hne i hi))
      linear_combination weight s z i * (-(z a - e)⁻¹ * (z i - e)⁻¹ * hD
        + (z i - z a)⁻¹ * (z a - e)⁻¹ * hB - (z i - z a)⁻¹ * (z i - e)⁻¹ * hA)
```

## The ordered matrix product

The matrices are multiplied in list order, so commutativity is not presupposed. Put $G(z_a)$ in front of an expansion already known for the labels in $t$:

$$G(z_a)\sum_{i\in t} w_t(i)G(z_i)=\sum_{i\in t}\frac{w_t(i)}{z_i-z_a}\,[G(z_a)-G(z_i)].$$

The coefficient of $G(z_i)$ is its updated weight. That of $G(z_a)$ is the scalar sum just evaluated, now with $z_a$ as the level. In Lean, `green_mul_green` splits each product and `module` compares coefficients.

```lean
/-- For a nonempty list of distinct energies with every `z i - H` invertible, the product of
the Green's matrices in the order of the list is their weighted sum. -/
theorem list_prod_green (H : Matrix m m ℂ) {z : ι → ℂ} (hz : Function.Injective z)
    (l : List ι) (hl : l ≠ []) (hd : l.Nodup)
    (hu : ∀ i ∈ l, IsUnit (z i • (1 : Matrix m m ℂ) - H)) :
    (l.map fun i => green H (z i)).prod
      = ∑ i ∈ l.toFinset, weight l.toFinset z i • green H (z i) := by
  induction l with
  | nil => exact absurd rfl hl
  | cons a t ih =>
    by_cases ht : t = []
    · subst ht
      simp [weight]
    · have hat : a ∉ t := (List.nodup_cons.mp hd).1
      have ha : a ∉ t.toFinset := fun h => hat (List.mem_toFinset.mp h)
      have hne : ∀ i ∈ t.toFinset, z i ≠ z a := fun i hi h => ha (hz h ▸ hi)
      have hts : t.toFinset.Nonempty := by
        obtain ⟨b, hb⟩ := List.exists_mem_of_ne_nil t ht
        exact ⟨b, List.mem_toFinset.mpr hb⟩
      rw [List.map_cons, List.prod_cons,
        ih ht (List.nodup_cons.mp hd).2 (fun i hi => hu i (List.mem_cons_of_mem a hi)),
        List.toFinset_cons, Finset.sum_insert ha, weight_insert_new z ha,
        scalar_partial_fractions hz _ hts (z a) hne,
        Finset.mul_sum, Finset.sum_smul, ← Finset.sum_add_distrib]
      refine Finset.sum_congr rfl fun i hi => ?_
      -- each product of two Green's matrices splits by the resolvent identity
      rw [weight_insert_old z ha hi, mul_smul_comm,
        green_mul_green H (hne i hi).symm (hu a List.mem_cons_self)
          (hu i (List.mem_cons_of_mem a (List.mem_toFinset.mp hi)))]
      module
```

Taking the list $0,\dots,n-1$ gives the stated identity. `Function.Injective z` says that the energies are pairwise distinct, and `hu` that every $z_i-H$ is invertible.

```lean
/-- For `n ≥ 1` pairwise distinct energies with every `z i - H` invertible, the product
`G(z₁) ⋯ G(zₙ)` is the sum over `i` of `G(z i)` divided by the product of `z j - z i`
over `j ≠ i`. -/
theorem prod_green_eq_sum (H : Matrix m m ℂ) {n : ℕ} (hn : 0 < n) {z : Fin n → ℂ}
    (hz : Function.Injective z) (hu : ∀ i, IsUnit (z i • (1 : Matrix m m ℂ) - H)) :
    ((List.finRange n).map fun i => green H (z i)).prod
      = ∑ i, (∏ j ∈ Finset.univ.erase i, (z j - z i))⁻¹ • green H (z i) := by
  have huniv : (List.finRange n).toFinset = Finset.univ := by
    ext i
    simp
  have h := list_prod_green H hz (List.finRange n)
    (List.ne_nil_of_mem (List.mem_finRange ⟨0, hn⟩)) (List.nodup_finRange n)
    (fun i _ => hu i)
  rw [huniv] at h
  exact h
```

## Independent linear solves

If $(z_i-H)x_i=b$, then $G(z_i)b=x_i$. Applying the identity to $b$ gives

$$G(z_0)\cdots G(z_{n-1})\,b=\sum_i\frac{x_i}{\prod_{j\ne i}(z_j-z_i)}.$$

The symbol `*ᵥ` is matrix–vector multiplication; `hG` is the first statement, and additivity carries the sum through.

```lean
/-- Let `x i` solve the shifted linear system `(z i - H) x i = b` for each of `n ≥ 1` distinct
energies with `z i - H` invertible. Then `G(z₁) ⋯ G(zₙ) b` is the weighted sum of the `x i`. -/
theorem prod_green_mulVec (H : Matrix m m ℂ) {n : ℕ} (hn : 0 < n) {z : Fin n → ℂ}
    (hz : Function.Injective z) (hu : ∀ i, IsUnit (z i • (1 : Matrix m m ℂ) - H))
    (b : m → ℂ) (x : Fin n → m → ℂ)
    (hx : ∀ i, (z i • (1 : Matrix m m ℂ) - H) *ᵥ x i = b) :
    ((List.finRange n).map fun i => green H (z i)).prod *ᵥ b
      = ∑ i, (∏ j ∈ Finset.univ.erase i, (z j - z i))⁻¹ • x i := by
  have hG : ∀ i, green H (z i) *ᵥ b = x i := fun i => by
    rw [← hx i, Matrix.mulVec_mulVec, green,
      Matrix.nonsing_inv_mul _ ((Matrix.isUnit_iff_isUnit_det _).mp (hu i)),
      Matrix.one_mulVec]
  rw [prod_green_eq_sum H hn hz hu]
  -- the action on `b` is additive in the matrix
  refine (map_sum (AddMonoidHom.mk' (fun A : Matrix m m ℂ => A *ᵥ b)
    (fun A B => Matrix.add_mulVec A B b)) _ _).trans (Finset.sum_congr rfl fun i _ => ?_)
  change ((∏ j ∈ Finset.univ.erase i, (z j - z i))⁻¹ • green H (z i)) *ᵥ b = _
  rw [Matrix.smul_mulVec, hG i]

end

end ResolventPartialFractions
```

```lean
#print axioms ResolventPartialFractions.list_prod_green
#print axioms ResolventPartialFractions.prod_green_mulVec
```

```
'ResolventPartialFractions.list_prod_green' depends on axioms: [propext, Classical.choice, Quot.sound]
'ResolventPartialFractions.prod_green_mulVec' depends on axioms: [propext, Classical.choice, Quot.sound]
```

## Three energies for a two-level matrix

Take $H=\begin{pmatrix}0&1\\1&0\end{pmatrix}$, $b=(1,0)$ and energies $0,2,3$. The solutions are

$$x_0=(0,-1),\quad x_1=(\tfrac23,\tfrac13),\quad x_2=(\tfrac38,\tfrac18),$$

with weights $\tfrac16,-\tfrac12,\tfrac13$. Their weighted sum is $(-\tfrac5{24},-\tfrac7{24})$. Successive solves agree: $G(2)G(3)b=(\tfrac7{24},\tfrac5{24})$, and $G(0)=-H$ swaps the entries and changes their sign.

The last theorem assumes exact solutions $x_i$, whereas a computation has rounded ones. As two energies approach each other with the others fixed, their two weights grow without bound, and cancellation between the corresponding terms can cost digits.
